# Strain derivative of a reciprocal-space nonlocal energy with fixed weights

Deform a cell by $1+t\varepsilon$, with $\varepsilon$ a real matrix, and let its energy be the finite sum $E(t)=\det(1+t\varepsilon)\sum_i w_i\,\varphi_i(|k_i(t)|)$ over the strained wave vectors $k_i(t)=k_i(1+t\varepsilon)^{-1}$, with fixed real weights $w_i$. If each kernel $\varphi_i$ with $k_i\neq 0$ is differentiable at $|k_i|$, then

$$E'(0)=\operatorname{tr}(\varepsilon)\sum_i w_i\,\varphi_i(|k_i|)-\sum_{k_i\neq 0} w_i\,\varphi_i'(|k_i|)\,\frac{k_i\cdot\varepsilon k_i}{|k_i|}.$$

```lean
import Mathlib

open Matrix Topology

namespace NonlocalKernelStress

noncomputable section

variable {n ι : Type*} [Fintype n] [DecidableEq n] [Fintype ι]

/-- The Euclidean length of a real vector. -/
def len (k : n → ℝ) : ℝ := √(k ⬝ᵥ k)

/-- The wave vector `k (1 + t ε)⁻¹` of a cell deformed by `1 + t ε`, for `t` such that
`1 + t ε` is invertible. -/
def strainedWave (ε : Matrix n n ℝ) (t : ℝ) (k : n → ℝ) : n → ℝ :=
  k ᵥ* (1 + t • ε)⁻¹

/-- The nonlocal energy of the deformed cell: the volume factor `det (1 + t ε)` times the sum
of the kernels `φ i` at the strained wave vector lengths, with fixed weights `w i`. -/
def energy (w : ι → ℝ) (φ : ι → ℝ → ℝ) (k : ι → n → ℝ) (ε : Matrix n n ℝ) (t : ℝ) : ℝ :=
  (1 + t • ε).det * ∑ i, w i * φ i (len (strainedWave ε t (k i)))


/-- For a symmetric strain the strained wave vector is `(1 + t ε)⁻¹ k`. -/
theorem strainedWave_of_isSymm {ε : Matrix n n ℝ} (h : ε.IsSymm) (t : ℝ) (k : n → ℝ) :
    strainedWave ε t k = (1 + t • ε)⁻¹ *ᵥ k := by
  rw [strainedWave, ← Matrix.mulVec_transpose, Matrix.transpose_nonsing_inv,
    Matrix.transpose_add, Matrix.transpose_one, Matrix.transpose_smul, h.eq]

/-- At zero strain the wave vector is unchanged. -/
theorem strainedWave_zero (ε : Matrix n n ℝ) (k : n → ℝ) : strainedWave ε 0 k = k := by
  simp [strainedWave]

/-- The volume factor `det (1 + t ε)` grows at the initial rate `tr ε`. -/
theorem hasDerivAt_volume (ε : Matrix n n ℝ) :
    HasDerivAt (fun t : ℝ => (1 + t • ε).det) ε.trace 0 := by
  obtain ⟨p, hp⟩ : ∃ p : Polynomial ℝ, ∀ t : ℝ,
      (1 + t • ε).det = 1 + ε.trace * t + p.eval t * t ^ 2 :=
    ⟨_, fun t => Matrix.det_one_add_smul t ε⟩
  simp only [hp]
  have h1 := ((hasDerivAt_id' (0 : ℝ)).const_mul ε.trace).const_add 1
  have h2 := (p.hasDerivAt 0).fun_mul ((hasDerivAt_id' (0 : ℝ)).fun_pow 2)
  exact (h1.fun_add h2).congr_deriv (by simp)

/-- The strained wave vector changes at the initial rate `-k ε`. -/
theorem hasDerivAt_strainedWave (ε : Matrix n n ℝ) (k : n → ℝ) :
    HasDerivAt (fun t => strainedWave ε t k) (-(k ᵥ* ε)) 0 := by
  rw [hasDerivAt_pi]
  intro i
  have hA : Continuous fun t : ℝ => (1 + t • ε : Matrix n n ℝ) :=
    continuous_const.add (continuous_id.smul continuous_const)
  have hinv : ContinuousAt (fun t : ℝ => (1 + t • ε : Matrix n n ℝ)⁻¹) 0 := by
    simp only [Matrix.inv_def, Ring.inverse_eq_inv']
    exact (hA.matrix_det.continuousAt.inv₀ (by simp)).smul hA.matrix_adjugate.continuousAt
  have hF : Continuous fun B : Matrix n n ℝ => ((k ᵥ* B) ᵥ* ε) i :=
    (continuous_apply i).comp
      ((Continuous.matrix_vecMul continuous_const continuous_id).matrix_vecMul continuous_const)
  have hg : ContinuousAt (fun t => (strainedWave ε t k ᵥ* ε) i) 0 :=
    hF.continuousAt.tendsto.comp hinv
  -- a continuous function multiplied by t is differentiable at t = 0
  have hm : HasDerivAt (fun t => t * (strainedWave ε t k ᵥ* ε) i)
      ((strainedWave ε 0 k ᵥ* ε) i) 0 := by
    rw [hasDerivAt_iff_tendsto_slope]
    refine (hg.tendsto.mono_left nhdsWithin_le_nhds).congr' ?_
    filter_upwards [self_mem_nhdsWithin] with t ht
    have ht' : t ≠ 0 := ht
    rw [slope_def_field, zero_mul, sub_zero, sub_zero, mul_div_cancel_left₀ _ ht']
  -- near zero strain, u (1 + t ε) = k gives u = k - t u ε
  have hev : (fun t => strainedWave ε t k i) =ᶠ[𝓝 0]
      fun t => k i - t * (strainedWave ε t k ᵥ* ε) i := by
    filter_upwards [hA.matrix_det.continuousAt.eventually_ne
      (show (1 + (0 : ℝ) • ε).det ≠ 0 by simp)] with t ht
    have h : strainedWave ε t k ᵥ* (1 + t • ε) = k := by
      rw [strainedWave, Matrix.vecMul_vecMul,
        Matrix.nonsing_inv_mul _ (isUnit_iff_ne_zero.2 ht), Matrix.vecMul_one]
    rw [Matrix.vecMul_add, Matrix.vecMul_one, Matrix.vecMul_smul] at h
    have h' := congrFun h i
    simp only [Pi.add_apply, Pi.smul_apply, smul_eq_mul] at h'
    linarith
  refine ((hm.const_sub (k i)).congr_of_eventuallyEq hev).congr_deriv ?_
  rw [strainedWave_zero, Pi.neg_apply]

/-- The length of a nonzero wave vector changes at the initial rate `L` fixed by
`L |k| = -k · ε k`. -/
theorem hasDerivAt_len (ε : Matrix n n ℝ) {k : n → ℝ} (hk : k ≠ 0) {L : ℝ}
    (hL : L * len k = -(k ⬝ᵥ ε *ᵥ k)) :
    HasDerivAt (fun t => len (strainedWave ε t k)) L 0 := by
  have hpos : 0 < k ⬝ᵥ k :=
    lt_of_le_of_ne (Finset.sum_nonneg fun i _ => mul_self_nonneg _)
      (fun h => hk (dotProduct_self_eq_zero.1 h.symm))
  have hu := hasDerivAt_pi.1 (hasDerivAt_strainedWave ε k)
  have hs : HasDerivAt (fun t => strainedWave ε t k ⬝ᵥ strainedWave ε t k)
      (-2 * (k ⬝ᵥ ε *ᵥ k)) 0 := by
    refine (HasDerivAt.fun_sum (u := Finset.univ)
      (fun i _ => (hu i).fun_mul (hu i))).congr_deriv ?_
    rw [Matrix.dotProduct_mulVec]
    simp only [strainedWave_zero, Pi.neg_apply, dotProduct, Finset.mul_sum]
    exact Finset.sum_congr rfl fun i _ => by ring
  refine (hs.sqrt (by rw [strainedWave_zero]; exact hpos.ne')).congr_deriv ?_
  have hl : 0 < √(k ⬝ᵥ k) := Real.sqrt_pos.2 hpos
  rw [strainedWave_zero, div_eq_iff (by positivity)]
  unfold len at hL
  linear_combination -2 * hL

/-- Strain derivative of the nonlocal energy: a volume term `tr ε ∑ w φ(|k|)` minus a kernel
term `∑ w φ'(|k|) (k · ε k) / |k|` over the nonzero wave vectors, for kernels differentiable
at the nonzero lengths that occur. -/
theorem hasDerivAt_energy (w : ι → ℝ) (φ : ι → ℝ → ℝ) (k : ι → n → ℝ) (ε : Matrix n n ℝ)
    (hφ : ∀ i, k i ≠ 0 → DifferentiableAt ℝ (φ i) (len (k i))) :
    HasDerivAt (energy w φ k ε)
      (ε.trace * ∑ i, w i * φ i (len (k i)) -
        ∑ i with k i ≠ 0,
          w i * deriv (φ i) (len (k i)) * (k i ⬝ᵥ ε *ᵥ k i) / len (k i)) 0 := by
  have h : ∀ i, HasDerivAt (fun t => w i * φ i (len (strainedWave ε t (k i))))
      (-(if k i ≠ 0 then
        w i * deriv (φ i) (len (k i)) * (k i ⬝ᵥ ε *ᵥ k i) / len (k i) else 0)) 0 := by
    intro i
    by_cases hk : k i = 0
    · -- the zero wave vector is not moved by strain
      simp [hk, strainedWave, hasDerivAt_const]
    · have hlen : len (k i) ≠ 0 := by
        refine (Real.sqrt_pos.2 (lt_of_le_of_ne
          (Finset.sum_nonneg fun j _ => mul_self_nonneg _) ?_)).ne'
        exact fun h => hk (dotProduct_self_eq_zero.1 h.symm)
      have hl := hasDerivAt_len ε hk (div_mul_cancel₀ (-(k i ⬝ᵥ ε *ᵥ k i)) hlen)
      have hd : HasDerivAt (φ i) (deriv (φ i) (len (k i)))
          (len (strainedWave ε 0 (k i))) := by
        rw [strainedWave_zero]
        exact (hφ i hk).hasDerivAt
      rw [if_pos hk]
      exact ((hd.comp 0 hl).const_mul (w i)).congr_deriv (by ring)
  -- product rule for volume factor and kernel sum
  refine ((hasDerivAt_volume ε).fun_mul
    (HasDerivAt.fun_sum (u := Finset.univ) fun i _ => h i)).congr_deriv ?_
  simp only [strainedWave_zero, zero_smul, add_zero, Matrix.det_one, one_mul,
    Finset.sum_filter, Finset.sum_neg_distrib]
  ring


/-- Under uniform dilation in `d` dimensions the energy changes at the initial rate
`d ∑ w φ(|k|) - ∑ w φ'(|k|) |k|`, for kernels differentiable at the nonzero lengths
that occur. -/
theorem hasDerivAt_energy_dilation (w : ι → ℝ) (φ : ι → ℝ → ℝ) (k : ι → n → ℝ)
    (hφ : ∀ i, k i ≠ 0 → DifferentiableAt ℝ (φ i) (len (k i))) :
    HasDerivAt (energy w φ k 1)
      (Fintype.card n * ∑ i, w i * φ i (len (k i)) -
        ∑ i, w i * deriv (φ i) (len (k i)) * len (k i)) 0 := by
  refine (hasDerivAt_energy w φ k 1 hφ).congr_deriv ?_
  rw [Matrix.trace_one, Finset.sum_filter]
  congr 1
  refine Finset.sum_congr rfl fun i _ => ?_
  by_cases hk : k i = 0
  · simp [hk, len]
  · have hsq : k i ⬝ᵥ k i = len (k i) * len (k i) :=
      (Real.mul_self_sqrt (Finset.sum_nonneg fun j _ => mul_self_nonneg _)).symm
    have hlen : len (k i) ≠ 0 := by
      intro h0
      rw [h0, mul_zero] at hsq
      exact hk (dotProduct_self_eq_zero.1 hsq)
    rw [if_pos hk, Matrix.one_mulVec, hsq, ← mul_assoc, mul_div_cancel_right₀ _ hlen]

end

end NonlocalKernelStress
```

```lean
#print axioms NonlocalKernelStress.strainedWave_of_isSymm
#print axioms NonlocalKernelStress.hasDerivAt_energy
#print axioms NonlocalKernelStress.hasDerivAt_energy_dilation
```

```
'NonlocalKernelStress.strainedWave_of_isSymm' depends on axioms: [propext, Classical.choice, Quot.sound]
'NonlocalKernelStress.hasDerivAt_energy' depends on axioms: [propext, Classical.choice, Quot.sound]
'NonlocalKernelStress.hasDerivAt_energy_dilation' depends on axioms: [propext, Classical.choice, Quot.sound]
```

## Moving wave vectors, frozen weights

The formula is `hasDerivAt_energy`. `HasDerivAt f f' 0` says that `f` is differentiable at $t=0$ with derivative `f'`, so differentiability of the energy is part of the conclusion.

The type `n` labels Cartesian components and `ι` labels the terms of the sum. Both are finite and otherwise arbitrary; three-dimensional space is the case where `n` has three elements. A wave vector is a function `n → ℝ`, and `len` is its Euclidean length $\sqrt{k\cdot k}$, written out because Mathlib's norm on such functions is the largest absolute component.

A point $r$ of the cell moves to $(1+t\varepsilon)r$. The phase $k\cdot r$ of a plane wave commensurate with the cell must stay the same, so $k$, read as a row vector, becomes $k(1+t\varepsilon)^{-1}$. This is `strainedWave`, where `ᵥ*` multiplies a row vector into a matrix. For symmetric $\varepsilon$ it equals $(1+t\varepsilon)^{-1}k$, by `strainedWave_of_isSymm`. The main theorem does not require symmetry. An antisymmetric $\varepsilon$, which is an infinitesimal rotation, has zero trace and $k\cdot\varepsilon k=0$, so the formula gives it no energy change to first order.

In `energy`, the determinant is the ratio of the deformed volume to the original one, so the original volume belongs in the weights. Each term has its own kernel `φ i`. The hypothesis `hφ` asks for differentiability only at the lengths of the nonzero vectors that occur. A term with $k_i=0$ may have any kernel, and it enters the volume part alone.

The weights do not depend on $t$. Physically, the Fourier coefficients of the fields that interact through the kernel are frozen: each field keeps its value at a point carried along with the deformation. A real electron density generally responds differently: when the volume changes, for instance, its average must scale inversely with the volume to conserve the number of electrons. That response adds further terms to the full stress.

## From the determinant to the two stress terms

**Volume.** In the expansion of $\det(1+t\varepsilon)$ over permutations, the identity contributes the product of the diagonal entries $1+t\varepsilon_{aa}$. Every other permutation contains at least two off-diagonal entries, each with a factor $t$. Hence

$$\det(1+t\varepsilon)=1+t\operatorname{tr}\varepsilon+t^2p(t)$$

with a polynomial $p$, and the derivative at zero is $\operatorname{tr}\varepsilon$. `hasDerivAt_volume` takes this expansion from `Matrix.det_one_add_smul` and differentiates it term by term.

**Wave vector.** Write $u(t)=k(1+t\varepsilon)^{-1}$. Near $t=0$ the determinant is nonzero, and multiplying by $1+t\varepsilon$ gives $u+t\,u\varepsilon=k$. Therefore

$$\frac{u(t)-k}{t}=-u(t)\varepsilon\;\longrightarrow\;-k\varepsilon\qquad(t\to0),$$

where the limit needs only the continuity of $u$ at zero. `hasDerivAt_strainedWave` does this one component at a time. `hinv` obtains continuity of the inverse from its expression as adjugate over determinant, `hev` is the identity $u=k-t\,u\varepsilon$ near zero, and `hm` differentiates the product of $t$ with a continuous function. What the inverse means at a singular $1+t\varepsilon$ plays no role, because such $t$ stay away from zero.

**Length.** For $k\neq0$ the squared length changes at the rate

$$\left.\frac{d}{dt}\,u\cdot u\right|_{0}=2\,k\cdot(-k\varepsilon)=-2\,k\cdot\varepsilon k .$$

Since $k\cdot k>0$, the square root is differentiable there, and

$$\left.\frac{d}{dt}|u|\right|_{0}=\frac{-2\,k\cdot\varepsilon k}{2|k|}=-\frac{k\cdot\varepsilon k}{|k|}.$$

In `hasDerivAt_len` the rate is a number `L` with $L|k|=-k\cdot\varepsilon k$, which states the same thing without a quotient. `hs` is the derivative of the squared length, and `hs.sqrt` takes the root.

**Energy.** The chain rule gives each term with $k_i\neq0$ the rate

$$-w_i\,\varphi_i'(|k_i|)\,\frac{k_i\cdot\varepsilon k_i}{|k_i|}.$$

A zero wave vector stays zero under strain, so its term is constant. `hasDerivAt_energy` treats these two cases with `by_cases` and collects them in `h`. The product rule then combines the kernel sum with the volume factor. At $t=0$ the determinant is $1$ and the wave vectors are the original ones, which leaves the two sums of the theorem.

**Uniform dilation.** For $\varepsilon=1$ in $d$ dimensions, $\operatorname{tr}\varepsilon=d$ and $k_i\cdot k_i/|k_i|=|k_i|$ for nonzero $k_i$, so

$$E'(0)=d\sum_i w_i\,\varphi_i(|k_i|)-\sum_i w_i\,\varphi_i'(|k_i|)\,|k_i|.$$

This is `hasDerivAt_energy_dilation`. The second sum can run over all terms, because the factor $|k_i|$ removes those with $k_i=0$. If such a kernel has no derivative at zero, $\varphi_i'(0)$ is read as $0$, which is the value Lean's `deriv` takes there. In three dimensions the volume $\Omega$ grows at the initial rate $3\Omega$, so the frozen-weight contribution to the pressure is $-E'(0)/(3\Omega)$.

## In a van der Waals density functional code

The theorem bears on the stress of van der Waals density functionals evaluated with plane waves, for a finite set of wave vectors and frozen weights. In the factorised form of such a functional, the nonlocal energy is

$$\frac{\Omega}{2}\sum_{G}\sum_{\alpha\beta}\theta_\alpha(G)^*\,\theta_\beta(G)\,\phi_{\alpha\beta}(|G|),$$

where $G$ runs over reciprocal lattice vectors, $\theta_\alpha(G)$ are the Fourier coefficients of auxiliary fields built from the density, and $\phi_{\alpha\beta}$ are real kernels, symmetric in $\alpha$ and $\beta$. One index $i$ then stands for a triple $(G,\alpha,\beta)$, which is why each term needs its own kernel. The weight is $w_i=\tfrac{\Omega}{2}\operatorname{Re}\bigl(\theta_\alpha(G)^*\theta_\beta(G)\bigr)$, with $\Omega$ the undeformed volume; the imaginary parts cancel in the sum over $\alpha$ and $\beta$.

Reading off the coefficient of each strain component $\varepsilon_{ab}$ and dividing by the volume gives the frozen-weight contribution to the stress:

$$\frac1\Omega\Bigl[\delta_{ab}\,E(0)-\sum_{k_i\neq0}w_i\,\varphi_i'(|k_i|)\,\frac{(k_i)_a(k_i)_b}{|k_i|}\Bigr].$$

The first part reuses the energy already computed. The second is a loop over wave vectors that skips $G=0$. Some codes define stress with the opposite overall sign. The terms from the response of the fields $\theta_\alpha$ to strain, including their dependence on density gradients, are computed separately.

If the kernels are tabulated and interpolated, $\varphi_i'$ should be the derivative of the same interpolant that enters the energy; otherwise energy and stress disagree slightly. These two terms can be tested by a central finite difference of $E(t)$. For that test the weights and the list of integer indices labelling the $G$ vectors stay fixed, while the vectors themselves and the volume are recomputed for the strained cell.
